# No level at $E\le 0$ in a screened Coulomb channel with $Z\le e\,a\,l(l+1)/2$

A shooting solver for the radial equation of an atom can look for bound levels of angular momentum $l$ by searching an energy interval. If the effective potential is nowhere negative, there is no level below zero to find, and the search in that channel can be skipped. For one electron in the fixed screened Coulomb potential $-Ze^{-ar}/r$, in atomic units, the condition in the title guarantees this. At $l=1$ it reads $Z\le e\,a\approx 2.718\,a$, where $Z$ is the strength of the attraction and $a$ the inverse screening length.

In Lean 4 with Mathlib:

```lean
import Mathlib

open Filter Topology Set

namespace ScreenedRadialLevels

noncomputable section
```

## The potential and the radial equation

In atomic units the effective potential at radius $r$ is the centrifugal barrier plus the screened attraction,

$$W(r)=\frac{l(l+1)}{2r^2}-\frac{Z e^{-ar}}{r}.$$

```lean
/-- The effective radial potential `l(l+1)/(2r²) - Z exp(-a r)/r`: centrifugal barrier plus
screened Coulomb attraction, in atomic units. -/
def screenedPotential (l : ℕ) (Z a r : ℝ) : ℝ :=
  (l : ℝ) * (l + 1) / (2 * r ^ 2) - Z * Real.exp (-a * r) / r
```

Here `l` is a natural number, while `Z` and `a` are arbitrary reals. The physical case is $Z\ge0$ and $a>0$, with $a=0$ giving the bare Coulomb potential. The exponential is a model of screening by the other electrons, not a self-consistent potential.

A level at energy $E$ is described by the reduced radial function $u(r)$, which is $r$ times the radial part of the orbital. It satisfies

$$u''(r)=2\,(W(r)-E)\,u(r)\quad(r>0),\qquad u(0)=0,\qquad u(r)\to0\ \text{ as } r\to\infty .$$

```lean
/-- A real radial function `u`, continuous on `[0, ∞)`, that vanishes at the origin and at
infinity and solves `u'' = 2 (W - E) u` for `r > 0`. -/
structure IsDecayingSolution (W : ℝ → ℝ) (E : ℝ) (u : ℝ → ℝ) : Prop where
  cont : ContinuousOn u (Ici 0)
  zero : u 0 = 0
  decay : Tendsto u atTop (𝓝 0)
  eqn : ∃ u' : ℝ → ℝ, ∀ r, 0 < r →
    HasDerivAt u (u' r) r ∧ HasDerivAt u' (2 * (W r - E) * u r) r
```

The structure `IsDecayingSolution W E u` collects these conditions together with continuity on $[0,\infty)$. The field `eqn` provides a function `u'` that is the derivative of `u` at every positive radius and whose own derivative is the right-hand side of the equation. Nothing is required of the equation at $r=0$, where $W$ is singular. Normalisation is not imposed, so the zero function qualifies, and the absence of a level means that it is the only solution.

Boundness could also have been modelled by square integrability in place of decay to zero. The convexity argument below would survive with a different ending: a convex, nonnegative $u^2$ that vanishes at the origin is nondecreasing, and a nondecreasing nonnegative function with finite integral over $[0,\infty)$ is zero.

## Convexity of the density below the potential

Suppose $E\le W(r)$ for all $r>0$. Differentiating $u^2$ twice and inserting the radial equation gives

$$(u^2)'=2uu',\qquad (u^2)''=2u'^2+2uu''=2u'^2+4(W-E)u^2\ge0 .$$

The unnormalised radial density $u^2$ is therefore convex. Physically, the classical radial kinetic energy $E-W$ is nowhere positive, and the density cannot bend over into a strict maximum.

```lean
/-- If the effective potential is nowhere below the energy, the radial density `u²` is a
convex function of the radius. -/
theorem density_convexOn {W u : ℝ → ℝ} {E : ℝ} (h : IsDecayingSolution W E u)
    (hW : ∀ r, 0 < r → E ≤ W r) : ConvexOn ℝ (Ici 0) (fun r => u r ^ 2) := by
  obtain ⟨u', hu⟩ := h.eqn
  have pos : ∀ r : ℝ, r ∈ interior (Ici (0 : ℝ)) → 0 < r := by
    intro r hr
    rw [interior_Ici] at hr
    exact hr
  refine convexOn_of_hasDerivWithinAt2_nonneg (convex_Ici 0)
    (f' := fun r => 2 * u r * u' r)
    (f'' := fun r => 2 * u' r ^ 2 + 4 * (W r - E) * u r ^ 2) (h.cont.pow 2) ?_ ?_ ?_
  · intro r hr
    have h1 : HasDerivAt (fun x => u x ^ 2) (2 * u r * u' r) r :=
      ((hu r (pos r hr)).1.fun_pow 2).congr_deriv (by norm_num)
    exact h1.hasDerivWithinAt
  · intro r hr
    have h2 : HasDerivAt (fun x => 2 * u x * u' x)
        (2 * u' r ^ 2 + 4 * (W r - E) * u r ^ 2) r :=
      (((hu r (pos r hr)).1.const_mul 2).fun_mul (hu r (pos r hr)).2).congr_deriv (by ring)
    exact h2.hasDerivWithinAt
  · intro r hr
    have h3 : 0 ≤ W r - E := sub_nonneg.2 (hW r (pos r hr))
    positivity
```

The proof applies Mathlib's second-derivative test for convexity. Its three remaining goals are the two derivatives, obtained from the power and product rules, and the sign of the second one, which `positivity` settles once $W-E\ge0$ is known. The test needs derivatives only in the interior, and continuity carries convexity to the endpoint $r=0$.

## A convex density pinned at both ends

Fix $r\ge0$ and take $R\ge r+1$. The point $r$ lies between $0$ and $R$, with weight $r/R$ on the far end, so the density at $r$ lies on or below the chord:

$$u(r)^2\le\Bigl(1-\frac rR\Bigr)u(0)^2+\frac rR\,u(R)^2=\frac rR\,u(R)^2\le u(R)^2 .$$

As $R\to\infty$ the right-hand side tends to zero. Hence $u(r)^2\le0$, and $u(r)=0$.

```lean
/-- For any effective potential that is nowhere below the energy, a decaying solution of the
radial equation vanishes identically. -/
theorem eq_zero_of_energy_le {W u : ℝ → ℝ} {E : ℝ} (h : IsDecayingSolution W E u)
    (hW : ∀ r, 0 < r → E ≤ W r) : ∀ r, 0 ≤ r → u r = 0 := by
  intro r hr
  have hc := density_convexOn h hW
  have hlim : Tendsto (fun R => u R ^ 2) atTop (𝓝 0) := by
    simpa using h.decay.pow 2
  -- the chord from the origin to a distant R bounds the density at r
  have hle : u r ^ 2 ≤ 0 := by
    refine ge_of_tendsto hlim ?_
    filter_upwards [eventually_ge_atTop (r + 1)] with R hR
    have hR0 : 0 < R := by linarith
    have ht0 : 0 ≤ r / R := div_nonneg hr hR0.le
    have ht1 : 0 ≤ 1 - r / R := by
      have : r / R ≤ 1 := (div_le_one hR0).2 (by linarith)
      linarith
    have harg : (1 - r / R) * 0 + r / R * R = r := by
      rw [mul_zero, zero_add, div_mul_cancel₀ _ hR0.ne']
    have hchord := hc.2 (mem_Ici.2 le_rfl) (mem_Ici.2 hR0.le) ht1 ht0 (by ring)
    simp only [smul_eq_mul] at hchord
    rw [harg, h.zero] at hchord
    nlinarith [mul_nonneg ht1 (sq_nonneg (u R))]
  exact (pow_eq_zero_iff two_ne_zero).1 (le_antisymm hle (sq_nonneg _))
```

In the code, `hchord` is the chord inequality and `ge_of_tendsto` takes the limit. The theorem holds for any real function `W` that is nowhere below `E` at positive radii, whether or not it has the screened Coulomb form.

## When the screened potential is nonnegative

Over a common denominator,

$$W(r)=\frac{L-Z\,r e^{-ar}}{r^2},\qquad L=\frac{l(l+1)}2 ,$$

so the sign of $W$ is the sign of the numerator.

```lean
/-- The effective potential written over the common denominator `r²`. -/
theorem screenedPotential_eq (l : ℕ) (Z a : ℝ) {r : ℝ} (hr : r ≠ 0) :
    screenedPotential l Z a r
      = ((l : ℝ) * (l + 1) / 2 - Z * (r * Real.exp (-a * r))) / r ^ 2 := by
  unfold screenedPotential
  generalize Real.exp (-a * r) = e
  field_simp
```

The inequality $x\le e^{x-1}$ at $x=ar$ gives $a\,r e^{-ar}\le 1/e$. If $Z\le e\,a\,L$, then multiplying by the positive number $re^{-ar}$ yields

$$Z\,re^{-ar}\le e\,L\,\bigl(a\,re^{-ar}\bigr)\le L ,$$

and $W(r)\ge0$ follows.

```lean
/-- If `Z ≤ e a l(l+1)/2`, the effective potential is nonnegative at every radius. -/
theorem screenedPotential_nonneg {l : ℕ} {Z a : ℝ}
    (hZ : Z ≤ Real.exp 1 * a * ((l : ℝ) * (l + 1) / 2)) {r : ℝ} (hr : 0 < r) :
    0 ≤ screenedPotential l Z a r := by
  rw [screenedPotential_eq l Z a hr.ne']
  have h1 : Real.exp (a * r - 1) * (Real.exp 1 * Real.exp (-a * r)) = 1 := by
    rw [← Real.exp_add, ← Real.exp_add, show a * r - 1 + (1 + (-a * r)) = 0 by ring,
      Real.exp_zero]
  -- x exp(1 - x) ≤ 1 at x = a r
  have h2 : a * r * (Real.exp 1 * Real.exp (-a * r)) ≤ 1 :=
    (mul_le_mul_of_nonneg_right (by linarith [Real.add_one_le_exp (a * r - 1)])
      (by positivity)).trans_eq h1
  have hL : 0 ≤ (l : ℝ) * (l + 1) / 2 := by positivity
  have h3 := mul_le_mul_of_nonneg_right hZ
    (show 0 ≤ r * Real.exp (-a * r) by positivity)
  have h4 := mul_le_mul_of_nonneg_left h2 hL
  exact div_nonneg (by nlinarith [h3, h4]) (sq_nonneg r)
```

In the proof, `h2` is the exponential inequality in the form $ar\,e^{1-ar}\le1$, derived from Mathlib's $x+1\le e^x$. The terms `h3` and `h4` are the two inequalities of the last display, before they are combined.

For $a>0$ the condition on $Z$ is also necessary for $W\ge0$. At the screening length $r=1/a$,

$$r^2W(r)=L-\frac{Z}{e\,a},$$

and this is nonnegative only if $Z\le e\,a\,L$.

```lean
/-- For `a > 0`, the effective potential is nonnegative at every radius exactly when
`Z ≤ e a l(l+1)/2`. -/
theorem screenedPotential_nonneg_iff (l : ℕ) (Z : ℝ) {a : ℝ} (ha : 0 < a) :
    (∀ r, 0 < r → 0 ≤ screenedPotential l Z a r) ↔
      Z ≤ Real.exp 1 * a * ((l : ℝ) * (l + 1) / 2) := by
  refine ⟨fun h => ?_, fun hZ r hr => screenedPotential_nonneg hZ hr⟩
  -- test the potential at the screening length b = 1/a
  obtain ⟨b, hb, hab⟩ : ∃ b : ℝ, 0 < b ∧ a * b = 1 :=
    ⟨a⁻¹, inv_pos.2 ha, mul_inv_cancel₀ ha.ne'⟩
  have h0 := mul_nonneg (h b hb) (sq_nonneg b)
  rw [screenedPotential_eq l Z a hb.ne', div_mul_cancel₀ _ (pow_ne_zero 2 hb.ne'),
    show -a * b = -1 by linarith] at h0
  have he : Real.exp 1 * Real.exp (-1) = 1 := by
    rw [← Real.exp_add, show (1 : ℝ) + -1 = 0 by ring, Real.exp_zero]
  have h1 := mul_nonneg h0 (show 0 ≤ Real.exp 1 * a by positivity)
  have h2 : Z * (b * Real.exp (-1)) * (Real.exp 1 * a) = Z := by
    linear_combination Z * Real.exp 1 * Real.exp (-1) * hab + Z * he
  nlinarith [h1, h2]
```

The equivalence concerns the sign of the potential, not the existence of levels. Above the threshold $W$ dips below zero near $r=1/a$, but a shallow dip need not hold a level.

## The empty channel

If $Z\le e\,a\,L$ and $E\le0$, then $E\le0\le W(r)$ at every positive radius, and the convexity argument gives $u=0$.

```lean
/-- If `Z ≤ e a l(l+1)/2`, the screened Coulomb problem in the channel `l` has no nonzero
decaying solution at any energy `E ≤ 0`. -/
theorem no_bound_level {l : ℕ} {Z a E : ℝ} {u : ℝ → ℝ}
    (hZ : Z ≤ Real.exp 1 * a * ((l : ℝ) * (l + 1) / 2)) (hE : E ≤ 0)
    (h : IsDecayingSolution (screenedPotential l Z a) E u) : ∀ r, 0 ≤ r → u r = 0 :=
  eq_zero_of_energy_le h fun _ hr => hE.trans (screenedPotential_nonneg hZ hr)
```

In words, `no_bound_level` says that every decaying solution for `screenedPotential l Z a` at an energy `E ≤ 0` vanishes at all `r ≥ 0`. The threshold energy $E=0$ is included. No sign is imposed on `Z` or `a`, and `l = 0` is allowed, but for an s channel with $a>0$ the condition reduces to $Z\le0$, which leaves no attraction. Positive energies are not addressed.

## A floor for the energy at any coupling

When the attraction is stronger, a lower limit on the energy is still available. Take $l\ge1$, $Z\ge0$, $a\ge0$ and write $M=l(l+1)$. Completing the square gives

$$\frac M2-Zr+\frac{Z^2r^2}{2M}=\frac{(M-Zr)^2}{2M}\ge0 .$$

Dividing by $r^2$ and using $e^{-ar}\le1$,

$$W(r)\ge\frac{M}{2r^2}-\frac Zr\ge-\frac{Z^2}{2M}.$$

If $E$ were at or below this value, it would lie nowhere above $W$, and $u$ would vanish. A nonzero solution therefore has

$$E>-\frac{Z^2}{2\,l(l+1)} .$$

```lean
/-- For `l ≥ 1`, `Z ≥ 0` and `a ≥ 0`, the energy of every nonzero decaying solution lies
strictly above `-Z²/(2 l(l+1))`. -/
theorem energy_lower_bound {l : ℕ} {Z a E : ℝ} {u : ℝ → ℝ} (hl : 1 ≤ l) (hZ : 0 ≤ Z)
    (ha : 0 ≤ a) (h : IsDecayingSolution (screenedPotential l Z a) E u)
    (hne : ∃ r, 0 ≤ r ∧ u r ≠ 0) : -(Z ^ 2 / (2 * ((l : ℝ) * (l + 1)))) < E := by
  by_contra hcon
  obtain ⟨s, hs, hus⟩ := hne
  refine hus (eq_zero_of_energy_le h (fun r hr => (not_lt.1 hcon).trans ?_) s hs)
  have hl' : (0 : ℝ) < l := by exact_mod_cast hl
  -- complete the square in the unscreened potential
  have key : ∀ M : ℝ, 0 < M → 0 ≤ M / 2 - Z * r + Z ^ 2 / (2 * M) * r ^ 2 := by
    intro M hM
    have hsq : M / 2 - Z * r + Z ^ 2 / (2 * M) * r ^ 2 = (M - Z * r) ^ 2 / (2 * M) := by
      field_simp
      ring
    rw [hsq]
    positivity
  have hk := key ((l : ℝ) * (l + 1)) (by positivity)
  -- screening only weakens the attraction
  have he : Real.exp (-a * r) ≤ 1 := Real.exp_le_one_iff.2 (by nlinarith [mul_nonneg ha hr.le])
  have hs' := mul_le_mul_of_nonneg_left (mul_le_mul_of_nonneg_left he hr.le) hZ
  rw [screenedPotential_eq l Z a hr.ne', le_div_iff₀ (by positivity)]
  linarith
```

The proof assumes the contrary and applies `eq_zero_of_energy_le`. The auxiliary statement `key` is the completed square, and `he` says that screening only weakens the attraction.

In a shooting code, this floor can serve as the lower end of the energy bracket for the model potential. For a tabulated atomic potential and $l\ge1$, the minimum of $W$ can play the same role: if $W$ is nonnegative at every radius, there is no level below zero to look for, and if it dips below zero, its minimum can start the bracket. The minimum over grid points can lie above the true minimum, so a margin below it is prudent. In an s channel with a bare Coulomb attraction at the nucleus, $W$ is unbounded below and gives no such floor.

## A hydrogenic state that satisfies the definition

The conditions on $u$ do admit nonzero states. Take $l=1$, $Z=2$, $a=0$, $E=-\tfrac12$ and $u=r^2e^{-r}$. Then

$$u'=(2r-r^2)e^{-r},\qquad u''=(2-4r+r^2)e^{-r},$$

and the right-hand side of the radial equation agrees:

$$2\Bigl(\frac1{r^2}-\frac2r+\frac12\Bigr)r^2e^{-r}=(2-4r+r^2)e^{-r}.$$

```lean
/-- The function `r² exp(-r)` is a decaying solution for `l = 1`, `Z = 2`, `a = 0` at energy
`-1/2`, and it is nonzero at `r = 1`. -/
theorem isDecayingSolution_witness :
    IsDecayingSolution (screenedPotential 1 2 0) (-1 / 2) (fun r => r ^ 2 * Real.exp (-r)) ∧
      (1 : ℝ) ^ 2 * Real.exp (-1) ≠ 0 := by
  refine ⟨⟨?_, by simp, Real.tendsto_pow_mul_exp_neg_atTop_nhds_zero 2,
    fun r => (2 * r - r ^ 2) * Real.exp (-r), fun r hr => ?_⟩, by positivity⟩
  · exact (by fun_prop : Continuous fun r : ℝ => r ^ 2 * Real.exp (-r)).continuousOn
  have he : HasDerivAt (fun x : ℝ => Real.exp (-x)) (-Real.exp (-r)) r :=
    (hasDerivAt_neg r).exp.congr_deriv (by ring)
  have hp : HasDerivAt (fun x : ℝ => x ^ 2) (2 * r) r := by
    simpa using hasDerivAt_pow 2 r
  have hq : HasDerivAt (fun x : ℝ => 2 * x - x ^ 2) (2 - 2 * r) r :=
    (((hasDerivAt_id' r).const_mul 2).fun_sub hp).congr_deriv (by ring)
  refine ⟨(hp.fun_mul he).congr_deriv (by ring), (hq.fun_mul he).congr_deriv ?_⟩
  have h0 : Real.exp (-0 * r) = 1 := by simp
  unfold screenedPotential
  rw [h0, Nat.cast_one]
  generalize Real.exp (-r) = e
  field_simp
  ring

end

end ScreenedRadialLevels
```

This is the 2p state of a one-electron ion with nuclear charge 2. Since $\int_0^\infty r^4e^{-2r}\,dr=\tfrac34$, the normalised function is $\tfrac{2}{\sqrt3}\,r^2e^{-r}$. Its energy of $-\tfrac12$ hartree lies above the floor, which is $-1$ hartree here. The code checks the decay with a Mathlib limit for $r^n e^{-r}$, the two derivatives with the product rule, and the final identity with `field_simp` and `ring`.

```lean
#print axioms ScreenedRadialLevels.screenedPotential_nonneg_iff
#print axioms ScreenedRadialLevels.no_bound_level
#print axioms ScreenedRadialLevels.energy_lower_bound
```

```
'ScreenedRadialLevels.screenedPotential_nonneg_iff' depends on axioms: [propext, Classical.choice, Quot.sound]
'ScreenedRadialLevels.no_bound_level' depends on axioms: [propext, Classical.choice, Quot.sound]
'ScreenedRadialLevels.energy_lower_bound' depends on axioms: [propext, Classical.choice, Quot.sound]
```
